# In two or more dimensions, a pair-potential bond block is positive semidefinite exactly when $V''(r)\ge 0$ and $V'(r)\ge 0$

When a code assembles the Hessian of a pair potential $V$, it loops over the bonds and adds a small matrix for each one. If a Newton minimiser needs that matrix to have no negative eigenvalue, two scalars already at hand in the loop settle the question, and no diagonalisation is needed.

## Two signs decide the block

Let $r>0$ be the bond length and $n$ the unit vector along the bond, in $d$ Cartesian dimensions. The block is

$$K = a\,nn^{\mathsf T} + b\,(I-nn^{\mathsf T}),\qquad a=V''(r),\quad b=\frac{V'(r)}{r}.$$

Here $a$ is the stiffness against stretching and $b$ the stiffness against sideways motion, which comes from the tension $V'(r)$. For $d\ge 2$ and any real $a$, $b$,

$$K \text{ is positive semidefinite} \iff a\ge 0 \text{ and } b\ge 0,$$

and $K$ is positive definite exactly when both are strictly positive. A bond at the minimum of $V$ has $b=0$, so its block is never positive definite: turning the bond costs no energy to second order.

## Where the Hessian assembly uses it

Let $u$ be the relative displacement of the two atoms. The bond adds $K$ to the diagonal block of each atom and $-K$ to the two blocks that couple them, so it contributes $u^{\mathsf T}Ku$ to the second derivative of the energy along the motion. In the harmonic theory of a system with pair forces only, the full Hessian is therefore positive semidefinite if every bond passes the two-sign test. The converse fails for the assembled system, since a compressed bond, with $V'(r)<0$, may be held in place by its neighbours.

A minimiser that wants a semidefinite model Hessian can replace $a$ by $\max(a,0)$ and $b$ by $\max(b,0)$ before adding the block. This alters the search direction but not the energy or the forces. It should not be done in a phonon calculation, where negative eigenvalues of the true Hessian are information.

## From the bond length to the two signs

**The block as a second derivative.** Displace the bond vector $rn$ by $tu$ and write

$$\ell(t)=|rn+tu|,\qquad N(t)=(rn+tu)\cdot u .$$

Since $\ell^2=r^2+2rt\,(n\cdot u)+t^2\,(u\cdot u)$, differentiation gives $2\ell\ell'=2N$, so $\ell'=N/\ell$ while $\ell>0$. At $t=0$ we have $\ell=r$, $N=r\,(n\cdot u)$, $\ell'=n\cdot u$ and $N'=u\cdot u$.

The energy $E(t)=V(\ell(t))$ has first derivative $E'=V'(\ell)\,N/\ell$. The product and quotient rules at $t=0$ give

$$E''(0)=V''(r)(n\cdot u)^2+V'(r)\,\frac{(u\cdot u)\,r-r\,(n\cdot u)^2}{r^2}
= a\,(n\cdot u)^2+b\,\bigl(u\cdot u-(n\cdot u)^2\bigr).$$

**The quadratic form.** Let $u_\perp=u-(n\cdot u)\,n$. Because $n\cdot n=1$,

$$u_\perp\cdot u_\perp=u\cdot u-2(n\cdot u)^2+(n\cdot u)^2=u\cdot u-(n\cdot u)^2 .$$

Also $Ku=a\,(n\cdot u)\,n+b\,u_\perp$, and $u\cdot u_\perp=u_\perp\cdot u_\perp$. Hence

$$u^{\mathsf T}Ku=a\,(n\cdot u)^2+b\,|u_\perp|^2=E''(0).$$

**The signs.** If $a,b\ge 0$, both terms are nonnegative for every $u$, and $K$ is symmetric, so it is positive semidefinite. Conversely, $u=n$ gives $n^{\mathsf T}Kn=a$, so $a\ge 0$. For $b$ we need a nonzero vector $t$ (not the scalar parameter used above) with $n\cdot t=0$. Pick two different coordinates $i$ and $j$, with unit vectors $e_i$ and $e_j$. If $n_i=0$, take $t=e_i$. Otherwise take $t=n_je_i-n_ie_j$, which is nonzero and satisfies $n\cdot t=n_in_j-n_jn_i=0$. Then $b=t^{\mathsf T}Kt/(t\cdot t)\ge 0$.

**The strict version.** The same test vectors give $a>0$ and $b>0$ when $K$ is positive definite. Conversely, let $a,b>0$ and $u\ne 0$. If $u_\perp\neq 0$, the second term is positive. If $u_\perp=0$, then $u=(n\cdot u)\,n$, so $n\cdot u\ne 0$ and the first term is positive.

## One dimension and unnormalised bond vectors

For $d=1$ and $n=1$, the projector $I-nn^{\mathsf T}$ vanishes and $K=(a)$. With $a=1$, $b=-1$ the block is positive semidefinite although $b<0$: there is no sideways direction to test.

If $n$ is not normalised, the test fails in two dimensions as well. Take $n=(2,0)$, $a=0$, $b=1$. Then $K=\mathrm{diag}(-3,1)$, which has a negative eigenvalue although both coefficients are nonnegative. A code that passes the raw bond vector, of length $r$, in place of the unit vector gets the eigenvalue $ar^2+b(1-r^2)$ along the bond instead of $a$. This is wrong whenever $r\ne 1$ and $a\ne b$.

## The Lean source

```lean
import Mathlib

open Matrix Filter Topology

namespace BondStability

variable {ι : Type*} [Fintype ι] [DecidableEq ι]

/-- The bond matrix `a n nᵀ + b (I - n nᵀ)`. For a unit vector `n`, `a` is the stiffness along `n`
and `b` the stiffness across it. -/
def bondMatrix (a b : ℝ) (n : ι → ℝ) : Matrix ι ι ℝ :=
  a • vecMulVec n n + b • (1 - vecMulVec n n)

omit [DecidableEq ι] in
/-- The displacement `u` with its component `(n · u) n` removed; for a unit vector `n` this is
the part of `u` transverse to the bond. -/
def transverse (n u : ι → ℝ) : ι → ℝ := u - (n ⬝ᵥ u) • n

omit [DecidableEq ι] in
/-- The Euclidean length of a bond vector. -/
noncomputable def bondLength (x : ι → ℝ) : ℝ := √(x ⬝ᵥ x)

omit [DecidableEq ι] in
/-- A nonzero displacement has positive squared length. -/
lemma dot_self_pos {u : ι → ℝ} (hu : u ≠ 0) : 0 < u ⬝ᵥ u := by
  obtain ⟨i, hi⟩ := Function.ne_iff.mp hu
  exact Finset.sum_pos' (fun j _ => mul_self_nonneg (u j))
    ⟨i, Finset.mem_univ i, mul_self_pos.mpr hi⟩

/-- For any `n`, the bond matrix applied to `u` is `a` times `(n · u) n` plus `b` times `transverse
n u`. -/
theorem bondMatrix_mulVec (a b : ℝ) (n u : ι → ℝ) :
    bondMatrix a b n *ᵥ u = a • ((n ⬝ᵥ u) • n) + b • transverse n u := by
  have hP : vecMulVec n n *ᵥ u = (n ⬝ᵥ u) • n := by
    ext i
    simp only [mulVec, dotProduct, vecMulVec_apply, Pi.smul_apply, smul_eq_mul, Finset.sum_mul]
    exact Finset.sum_congr rfl fun j _ => by ring
  rw [bondMatrix, add_mulVec, smul_mulVec, smul_mulVec, sub_mulVec, one_mulVec, hP, transverse]

/-- For a unit vector `n`, the quadratic form of the bond matrix is a stretching term plus a
transverse term. -/
theorem bondMatrix_quadratic (a b : ℝ) {n : ι → ℝ} (hn : n ⬝ᵥ n = 1) (u : ι → ℝ) :
    u ⬝ᵥ bondMatrix a b n *ᵥ u =
      a * (n ⬝ᵥ u) ^ 2 + b * (transverse n u ⬝ᵥ transverse n u) := by
  rw [bondMatrix_mulVec]
  simp only [transverse, dotProduct_add, dotProduct_sub, sub_dotProduct, dotProduct_smul,
    smul_dotProduct, smul_eq_mul, hn, dotProduct_comm u n]
  ring

omit [Fintype ι] in
/-- The bond matrix is symmetric. -/
lemma bondMatrix_isHermitian (a b : ℝ) (n : ι → ℝ) : (bondMatrix a b n).IsHermitian := by
  have hP : (vecMulVec n n)ᵀ = vecMulVec n n := by
    ext i j
    simp only [transpose_apply, vecMulVec_apply]
    ring
  rw [IsHermitian, conjTranspose_eq_transpose_of_trivial]
  simp only [bondMatrix, transpose_add, transpose_smul, transpose_sub, transpose_one, hP]

/-- In dimension at least two, every bond direction has a nonzero orthogonal displacement. -/
lemma exists_transverse [Nontrivial ι] (n : ι → ℝ) : ∃ t : ι → ℝ, t ≠ 0 ∧ n ⬝ᵥ t = 0 := by
  obtain ⟨i, j, hij⟩ := exists_pair_ne ι
  by_cases hi : n i = 0
  · refine ⟨Pi.single i 1, fun h => ?_, by rw [dotProduct_single, hi, zero_mul]⟩
    have := congrFun h i
    simp at this
  · -- rotate the (i, j) components of n by a right angle
    refine ⟨Pi.single i (n j) - Pi.single j (n i), fun h => hi ?_, ?_⟩
    · have := congrFun h j
      simpa [Pi.single_apply, hij.symm] using this
    · rw [dotProduct_sub, dotProduct_single, dotProduct_single]
      ring

/-- In dimension at least two, the bond matrix of a unit vector is positive semidefinite
if and only if both stiffnesses are nonnegative. -/
theorem bondMatrix_posSemidef_iff [Nontrivial ι] (a b : ℝ) {n : ι → ℝ} (hn : n ⬝ᵥ n = 1) :
    (bondMatrix a b n).PosSemidef ↔ 0 ≤ a ∧ 0 ≤ b := by
  constructor
  · intro h
    obtain ⟨t, ht, hnt⟩ := exists_transverse n
    have h1 := h.dotProduct_mulVec_nonneg n
    have h2 := h.dotProduct_mulVec_nonneg t
    rw [star_trivial, bondMatrix_quadratic a b hn] at h1 h2
    simp only [transverse, hn, hnt, one_smul, zero_smul, sub_self, sub_zero,
      dotProduct_zero] at h1 h2
    exact ⟨by linarith, nonneg_of_mul_nonneg_left (by linarith) (dot_self_pos ht)⟩
  · rintro ⟨ha, hb⟩
    refine posSemidef_iff_dotProduct_mulVec.mpr ⟨bondMatrix_isHermitian a b n, fun u => ?_⟩
    rw [star_trivial, bondMatrix_quadratic a b hn]
    have ht : 0 ≤ transverse n u ⬝ᵥ transverse n u :=
      Finset.sum_nonneg fun i _ => mul_self_nonneg _
    positivity

/-- In dimension at least two, the bond matrix of a unit vector is positive definite
if and only if both stiffnesses are positive. -/
theorem bondMatrix_posDef_iff [Nontrivial ι] (a b : ℝ) {n : ι → ℝ} (hn : n ⬝ᵥ n = 1) :
    (bondMatrix a b n).PosDef ↔ 0 < a ∧ 0 < b := by
  constructor
  · intro h
    obtain ⟨t, ht, hnt⟩ := exists_transverse n
    have hn0 : n ≠ 0 := by
      rintro rfl
      simp at hn
    have h1 := h.dotProduct_mulVec_pos hn0
    have h2 := h.dotProduct_mulVec_pos ht
    rw [star_trivial, bondMatrix_quadratic a b hn] at h1 h2
    simp only [transverse, hn, hnt, one_smul, zero_smul, sub_self, sub_zero,
      dotProduct_zero] at h1 h2
    exact ⟨by linarith, pos_of_mul_pos_left (by linarith) (dot_self_pos ht).le⟩
  · rintro ⟨ha, hb⟩
    refine posDef_iff_dotProduct_mulVec.mpr ⟨bondMatrix_isHermitian a b n, ?_⟩
    intro u hu
    rw [star_trivial, bondMatrix_quadratic a b hn]
    by_cases ht : transverse n u = 0
    · -- a nonzero, purely longitudinal displacement has `n · u ≠ 0`
      have hc : n ⬝ᵥ u ≠ 0 := fun hc => hu (by simpa [transverse, hc] using ht)
      rw [ht, dotProduct_zero, mul_zero, add_zero]
      positivity
    · have := mul_pos hb (dot_self_pos ht)
      have := mul_nonneg ha.le (sq_nonneg (n ⬝ᵥ u))
      linarith

/-- In one dimension, the bond matrix of a unit vector is positive semidefinite if and only if
`a` is nonnegative, whatever the value of `b`. -/
theorem bondMatrix_posSemidef_iff_dim_one (a b : ℝ) {n : Fin 1 → ℝ} (hn : n ⬝ᵥ n = 1) :
    (bondMatrix a b n).PosSemidef ↔ 0 ≤ a := by
  have ht : ∀ u, transverse n u = 0 := by
    intro u
    ext i
    fin_cases i
    simp only [dotProduct, Fin.sum_univ_one] at hn
    simp [transverse, dotProduct]
    linear_combination (-u 0) * hn
  constructor
  · intro h
    have h1 := h.dotProduct_mulVec_nonneg n
    rw [star_trivial, bondMatrix_quadratic a b hn, ht, hn, dotProduct_zero] at h1
    linarith
  · intro ha
    refine posSemidef_iff_dotProduct_mulVec.mpr ⟨bondMatrix_isHermitian a b n, fun u => ?_⟩
    rw [star_trivial, bondMatrix_quadratic a b hn, ht, dotProduct_zero, mul_zero, add_zero]
    positivity

omit [DecidableEq ι] in
/-- The rate of change of the length of a nonzero bond under a displacement `u` is the component
of `u` along the bond. -/
theorem bondLength_hasDerivAt (x u : ι → ℝ) (t : ℝ) (h : 0 < bondLength (x + t • u)) :
    HasDerivAt (fun s : ℝ => bondLength (x + s • u))
      (((x + t • u) ⬝ᵥ u) / bondLength (x + t • u)) t := by
  have hq : HasDerivAt (fun s : ℝ => (x + s • u) ⬝ᵥ (x + s • u))
      (2 * ((x + t • u) ⬝ᵥ u)) t := by
    have hf : (fun s : ℝ => (x + s • u) ⬝ᵥ (x + s • u)) =
        fun s => 2 * (x ⬝ᵥ u) * s + (u ⬝ᵥ u) * (s * s) + x ⬝ᵥ x := by
      funext s
      simp only [add_dotProduct, dotProduct_add, smul_dotProduct, dotProduct_smul,
        smul_eq_mul, dotProduct_comm u x]
      ring
    rw [hf]
    have h1 := (hasDerivAt_id' t).const_mul (2 * (x ⬝ᵥ u))
    have h2 := ((hasDerivAt_id' t).fun_mul (hasDerivAt_id' t)).const_mul (u ⬝ᵥ u)
    refine ((h1.fun_add h2).add_const (x ⬝ᵥ x)).congr_deriv ?_
    simp only [add_dotProduct, smul_dotProduct, smul_eq_mul]
    ring
  exact (hq.sqrt (Real.sqrt_pos.mp h).ne').congr_deriv (mul_div_mul_left _ _ two_ne_zero)

/-- For a unit vector `n` and a bond `r n` with pair potential `V`, the second derivative of the
energy along `u` is the quadratic form of the bond matrix with `a = V''(r)` and `b = V'(r) / r`, for
`r > 0`. -/
theorem pairEnergy_curvature {V V' : ℝ → ℝ} {k r : ℝ} (hr : 0 < r)
    (hV : ∀ s, 0 < s → HasDerivAt V (V' s) s) (hV' : HasDerivAt V' k r)
    {n : ι → ℝ} (hn : n ⬝ᵥ n = 1) (u : ι → ℝ) :
    HasDerivAt (deriv fun t : ℝ => V (bondLength (r • n + t • u)))
      (u ⬝ᵥ bondMatrix k (V' r / r) n *ᵥ u) 0 := by
  have hL0 : bondLength (r • n + (0 : ℝ) • u) = r := by
    have : (r • n) ⬝ᵥ (r • n) = r ^ 2 := by
      simp only [smul_dotProduct, dotProduct_smul, smul_eq_mul, hn]
      ring
    rw [zero_smul, add_zero, bondLength, this, Real.sqrt_sq hr.le]
  have hN0 : (r • n + (0 : ℝ) • u) ⬝ᵥ u = r * (n ⬝ᵥ u) := by
    rw [zero_smul, add_zero, smul_dotProduct, smul_eq_mul]
  have hpos : 0 < bondLength (r • n + (0 : ℝ) • u) := by rw [hL0]; exact hr
  have e1 : r * (n ⬝ᵥ u) / r = n ⬝ᵥ u := mul_div_cancel_left₀ _ hr.ne'
  have hL : HasDerivAt (fun s : ℝ => bondLength (r • n + s • u)) (n ⬝ᵥ u) 0 :=
    (bondLength_hasDerivAt _ _ _ hpos).congr_deriv (by rw [hL0, hN0, e1])
  -- first derivative of the energy, valid as long as the bond has not collapsed
  have hE : (deriv fun t : ℝ => V (bondLength (r • n + t • u))) =ᶠ[𝓝 0]
      fun s => V' (bondLength (r • n + s • u)) *
        (((r • n + s • u) ⬝ᵥ u) / bondLength (r • n + s • u)) := by
    filter_upwards [hL.continuousAt.eventually (lt_mem_nhds hpos)] with s hs
    exact (HasDerivAt.comp (h := fun s : ℝ => bondLength (r • n + s • u)) s
      (hV _ hs) (bondLength_hasDerivAt _ _ _ hs)).deriv
  have hF : HasDerivAt (fun s : ℝ => V' (bondLength (r • n + s • u))) (k * (n ⬝ᵥ u)) 0 :=
    HasDerivAt.comp (h := fun s : ℝ => bondLength (r • n + s • u)) 0
      (by simpa only [hL0] using hV') hL
  have hN : HasDerivAt (fun s : ℝ => (r • n + s • u) ⬝ᵥ u) (u ⬝ᵥ u) 0 := by
    simp only [add_dotProduct, smul_dotProduct, smul_eq_mul]
    exact (((hasDerivAt_id' (0 : ℝ)).mul_const (u ⬝ᵥ u)).const_add _).congr_deriv (one_mul _)
  -- second derivative by the product and quotient rules
  refine ((hF.fun_mul (hN.fun_div hL hpos.ne')).congr_of_eventuallyEq hE).congr_deriv ?_
  have e2 : ((u ⬝ᵥ u) * r - r * (n ⬝ᵥ u) * (n ⬝ᵥ u)) / r ^ 2 =
      ((u ⬝ᵥ u) - (n ⬝ᵥ u) ^ 2) / r := by
    rw [div_eq_div_iff (pow_ne_zero 2 hr.ne') hr.ne']
    ring
  have e3 : transverse n u ⬝ᵥ transverse n u = u ⬝ᵥ u - (n ⬝ᵥ u) ^ 2 := by
    simp only [transverse, dotProduct_sub, sub_dotProduct, dotProduct_smul,
      smul_dotProduct, smul_eq_mul, hn, dotProduct_comm u n]
    ring
  rw [bondMatrix_quadratic _ _ hn, e3]
  simp only [hL0, hN0]
  rw [e1, e2]
  ring

/-- In dimension at least two, the pair energy of a bond of length `r > 0` has nonnegative second
derivative along every displacement if and only if `V''(r)` and the tension `V'(r)` are
nonnegative. -/
theorem pairEnergy_stable_iff [Nontrivial ι] {V V' : ℝ → ℝ} {k r : ℝ} (hr : 0 < r)
    (hV : ∀ s, 0 < s → HasDerivAt V (V' s) s) (hV' : HasDerivAt V' k r)
    {n : ι → ℝ} (hn : n ⬝ᵥ n = 1) :
    (∀ u : ι → ℝ, 0 ≤ deriv (deriv fun t : ℝ => V (bondLength (r • n + t • u))) 0) ↔
      0 ≤ k ∧ 0 ≤ V' r := by
  have hT : 0 ≤ V' r / r ↔ 0 ≤ V' r := by rw [le_div_iff₀ hr, zero_mul]
  rw [← hT, ← bondMatrix_posSemidef_iff k (V' r / r) hn, posSemidef_iff_dotProduct_mulVec]
  constructor
  · intro h
    refine ⟨bondMatrix_isHermitian _ _ _, fun u => ?_⟩
    rw [star_trivial, ← (pairEnergy_curvature hr hV hV' hn u).deriv]
    exact h u
  · intro h u
    rw [(pairEnergy_curvature hr hV hV' hn u).deriv]
    simpa only [star_trivial] using h.2 u

end BondStability
```

```lean
#print axioms BondStability.bondMatrix_posSemidef_iff
#print axioms BondStability.bondMatrix_posDef_iff
#print axioms BondStability.bondMatrix_posSemidef_iff_dim_one
#print axioms BondStability.pairEnergy_stable_iff
```

```
'BondStability.bondMatrix_posSemidef_iff' depends on axioms: [propext, Classical.choice, Quot.sound]
'BondStability.bondMatrix_posDef_iff' depends on axioms: [propext, Classical.choice, Quot.sound]
'BondStability.bondMatrix_posSemidef_iff_dim_one' depends on axioms: [propext, Classical.choice, Quot.sound]
'BondStability.pairEnergy_stable_iff' depends on axioms: [propext, Classical.choice, Quot.sound]
```

## How the Lean statements map to the bond

The finite type `ι` labels the Cartesian directions, and `[Nontrivial ι]` says that there are at least two of them. Vectors are functions `ι → ℝ`, `⬝ᵥ` is the dot product, and `hn : n ⬝ᵥ n = 1` is the normalisation. `bondMatrix a b n` is $K$, `transverse n u` is $u_\perp$, and `bondLength` is the Euclidean length. For real matrices, `PosSemidef` means symmetric with a nonnegative quadratic form.

`bondMatrix_posSemidef_iff` and `bondMatrix_posDef_iff` are the two sign tests, for arbitrary real `a` and `b`. `bondMatrix_posSemidef_iff_dim_one` shows that only `a` matters in one dimension.

In `pairEnergy_curvature`, `V'` is a function assumed by `hV` to be the derivative of `V` at every positive length, and `k` is $V''(r)$ by `hV'`. The theorem identifies the second derivative of the energy at zero displacement with the quadratic form of `bondMatrix k (V' r / r) n`. `pairEnergy_stable_iff` then says that this second derivative is nonnegative for every `u` exactly when `0 ≤ k` and `0 ≤ V' r`.

## How the proof follows the calculation

`bondMatrix_mulVec` computes $Ku$, and `bondMatrix_quadratic` expands the dot products, inserts `hn` and finishes with `ring`. `bondMatrix_isHermitian` supplies the symmetry. `exists_transverse` builds $t$ with the same two cases as above, and `dot_self_pos` gives $t\cdot t>0$, which allows the sign of $b$ to be read off from $b\,(t\cdot t)$. In the converse direction, `positivity` closes the sum of nonnegative terms.

`bondLength_hasDerivAt` differentiates $\ell^2$ as a polynomial and then takes the square root. In `pairEnergy_curvature`, the step `hE` establishes the formula for $E'$ near $t=0$, where continuity keeps the bond length positive. The product and quotient rules follow, and `e1`, `e2` and `e3` are the algebraic simplifications made by hand. `pairEnergy_stable_iff` combines this with the sign test, using $r>0$ to replace $V'(r)/r\ge 0$ by $V'(r)\ge 0$.

## Limits for a production code

The theorems concern one bond with a central pair potential. Sums over bonds, angular or many-body terms, masses and periodic phase factors do not enter.

"Stable" in the name `pairEnergy_stable_iff` refers to curvature only. When $V'(r)\ne 0$ the bond exerts a force, and nothing is said about mechanical equilibrium.

The hypothesis `hV` requires a derivative at every positive length. A potential cut off with a jump in the energy or the force violates it, even for bonds well inside the cutoff, although the derivation uses $V$ only near $r$.

The arithmetic is that of exact real numbers. In floating point, a bond close to the minimum of $V$ has $b$ near zero with an unreliable sign, so a code that accepts or rejects a block by that sign may want a tolerance.
